# A hopping matrix invariant under a group of site permutations has no more distinct eigenvalues than the group has orbits on ordered pairs of sites

## Counting levels after a diagonalisation

Take a symmetric cluster with one orbital per site, whose symmetry operations permute the orbitals without changing their signs or phases. After diagonalising its hopping matrix, one sorts the numerical eigenvalues into levels, merging those that differ only by rounding. The symmetry sets a ceiling on how many levels may remain. If more are found, either the matrix breaks the symmetry it was meant to have, or the merging tolerance is too small.

The ceiling is the number of orbits of ordered pairs of sites. Two ordered pairs belong to the same orbit if a symmetry operation carries one to the other, and the matrix elements on them are then equal. Take the six-site ring of the Hückel model of benzene, with the rotations about its sixfold axis and the reflections in planes containing that axis. Pairs are classified by their distance along the ring, which is 0, 1, 2 or 3, so there are at most four levels. Six states in four levels force at least one degeneracy.

## The bound and its formal reading

Let \(X\) be a finite set of \(N\) sites, \(G\) a group acting on \(X\), and \(H\) a complex matrix with

\[
H_{gx,gy}=H_{x,y}\qquad\text{for all } g\in G,\ x,y\in X .
\]

Let \(r\) be the number of orbits of \(G\) on \(X\times X\). Then \(H\) has at most \(r\) distinct eigenvalues. If \(H\) is also Hermitian and \(N\ge 1\), some eigenvalue has an eigenspace of dimension \(d\) with \(N\le d\,r\).

In the Lean file the condition on \(H\) is `IsInvariant G H`. The type `PairOrbits G X` is the set of orbits, with \(g\) moving both members of a pair, and `Nat.card` of it is \(r\). The set `energyLevels H` contains each \(E\) for which some nonzero \(\psi\) satisfies \(H\psi=E\psi\), listed once whatever its degeneracy. Its elements are complex numbers because `energyLevels_le_pairOrbits` doesn't require a Hermitian matrix. That theorem also proves that the set is finite, so `ncard` is a true count. In `exists_degenerate_level`, the degeneracy \(d\) is the `finrank` of the eigenspace.

The group may be infinite, but it acts only by permuting sites. This describes a non-interacting particle with one orbital per site, where the orbitals acquire no signs or phases under the symmetry operations. Orbitals that change sign or mix, magnetic translations with phases, and time reversal are not covered. The bound can also be weak: for the trivial group \(r=N^2\), which says nothing new.

## Polynomials in \(H\) are fixed by one value per orbit

**Powers are invariant.** The power \(H^0\) is the identity, and \(gx=gy\) exactly when \(x=y\). If \(H^n\) is invariant, relabel the intermediate site as \(gz\):

\[
(H^{n+1})_{gx,gy}=\sum_{z}(H^n)_{gx,gz}H_{gz,gy}=\sum_z (H^n)_{x,z}H_{z,y}=(H^{n+1})_{x,y}.
\]

**A linear map into functions on orbits.** Let \(E_0,\dots,E_{m-1}\) be distinct eigenvalues with eigenvectors \(\psi_0,\dots,\psi_{m-1}\). For coefficients \(c=(c_0,\dots,c_{m-1})\) set

\[
P=\sum_{k=0}^{m-1}c_kH^k .
\]

Choose one representative pair in each orbit, and let \(L(c)\) be the list of the \(r\) elements of \(P\) on these pairs. This defines a linear map \(L:\mathbb C^m\to\mathbb C^r\).

**The map is injective.** Suppose \(L(c)=0\). Since \(P\) is invariant, all its elements vanish, and for each \(j\)

\[
0=P\psi_j=\Big(\sum_{k=0}^{m-1}c_kE_j^k\Big)\psi_j .
\]

As \(\psi_j\neq0\), the bracket is zero. A polynomial of degree below \(m\) with \(m\) distinct zeros has only zero coefficients, so \(c=0\). An injective linear map cannot lower the dimension, hence \(m\le r\). This holds for every finite collection of distinct eigenvalues, so there are at most \(r\) in all.

## Few levels force a large degeneracy

A Hermitian \(H\) has an orthonormal basis of \(N\) eigenvectors. Let \(d\) be the largest degeneracy. Each level accounts for at most \(d\) basis vectors and there are at most \(r\) levels, so \(N\le d\,r\).

## All-to-all hopping reaches the bound

A group is doubly transitive if it can carry any ordered pair of distinct sites to any other such pair. For \(N\ge2\) there are then exactly two orbits: the pairs \((x,x)\) and the pairs \((x,y)\) with \(x\ne y\). An invariant matrix therefore has at most two levels.

The group of all permutations is of this kind. Let \(H\) have zero on-site energy and unit amplitude between any two distinct sites, so that

\[
(H\psi)_z=\sum_w\psi_w-\psi_z .
\]

The uniform state, with normalised amplitudes \(1/\sqrt N\), has eigenvalue \(N-1\). A difference of two sites, with normalised amplitudes \(\pm1/\sqrt2\), has eigenvalue \(-1\). These values differ, so there are exactly two levels and the bound is attained.

## The Lean file

```lean
import Mathlib

open Matrix

namespace SymmetryLevelCount

noncomputable section

variable {G X : Type*} [Group G] [MulAction G X] [Fintype X] [DecidableEq X]

/-- The matrix `H` on the sites `X` is unchanged when the group moves both sites. -/
def IsInvariant (G : Type*) {X : Type*} [Group G] [MulAction G X] (H : Matrix X X ℂ) : Prop :=
  ∀ (g : G) (x y : X), H (g • x) (g • y) = H x y

/-- The orbits of the group on ordered pairs of sites. -/
abbrev PairOrbits (G X : Type*) [Group G] [MulAction G X] : Type _ :=
  Quotient (MulAction.orbitRel G (X × X))

/-- The set of distinct eigenvalues of `H`, each listed once whatever its degeneracy. -/
def energyLevels (H : Matrix X X ℂ) : Set ℂ :=
  {E | ∃ ψ : X → ℂ, ψ ≠ 0 ∧ H *ᵥ ψ = E • ψ}

/-- Every power of an invariant matrix is invariant. -/
theorem IsInvariant.pow {H : Matrix X X ℂ} (hH : IsInvariant G H) (n : ℕ) :
    IsInvariant G (H ^ n) := by
  induction n with
  | zero => intro g x y; simp [Matrix.one_apply]
  | succ n ih =>
    intro g x y
    rw [pow_succ, Matrix.mul_apply, Matrix.mul_apply]
    -- relabel the intermediate site by the group element
    refine (Fintype.sum_equiv (MulAction.toPerm g) _ _ (fun z => ?_)).symm
    simp only [MulAction.toPerm_apply]
    rw [ih g x z, hH g z y]

/-- An eigenvector of `H` with eigenvalue `E` is an eigenvector of `H ^ n` with `E ^ n`. -/
theorem pow_mulVec {H : Matrix X X ℂ} {E : ℂ} {ψ : X → ℂ} (h : H *ᵥ ψ = E • ψ) (n : ℕ) :
    (H ^ n) *ᵥ ψ = E ^ n • ψ := by
  induction n with
  | zero => simp
  | succ n ih =>
    rw [pow_succ, ← Matrix.mulVec_mulVec, h, Matrix.mulVec_smul, ih, smul_smul, pow_succ,
      mul_comm]

/-- Any finite collection of distinct eigenvalues of an invariant matrix has at most as many
members as there are orbits on pairs of sites. -/
theorem card_le_pairOrbits {H : Matrix X X ℂ} (hH : IsInvariant G H) (T : Finset ℂ)
    (hT : ∀ E ∈ T, E ∈ energyLevels H) : T.card ≤ Nat.card (PairOrbits G X) := by
  classical
  have := Fintype.ofFinite (PairOrbits G X)
  -- read off a polynomial in `H` on one representative of each orbit
  let L : (Fin T.card → ℂ) →ₗ[ℂ] (PairOrbits G X → ℂ) :=
    { toFun := fun c o => ∑ k, c k * (H ^ (k : ℕ)) o.out.1 o.out.2
      map_add' := by intro a b; ext o; simp [add_mul, Finset.sum_add_distrib]
      map_smul' := by intro a b; ext o; simp [Finset.mul_sum, mul_assoc] }
  have hL : Function.Injective L := by
    rw [← LinearMap.ker_eq_bot, LinearMap.ker_eq_bot']
    intro c hc
    -- by invariance the polynomial vanishes on all pairs
    have hzero : ∀ x y, ∑ k, c k * (H ^ (k : ℕ)) x y = 0 := by
      intro x y
      let q : PairOrbits G X := Quotient.mk _ (x, y)
      have hrel : q.out ∈ MulAction.orbit G (x, y) :=
        Quotient.mk_out (s := MulAction.orbitRel G (X × X)) (x, y)
      obtain ⟨g, hg⟩ := hrel
      have hg' : g • (x, y) = q.out := hg
      have key : ∀ k : ℕ, (H ^ k) q.out.1 q.out.2 = (H ^ k) x y := fun k => by
        rw [← hg']
        exact hH.pow k g x y
      have h0 : ∑ k, c k * (H ^ (k : ℕ)) q.out.1 q.out.2 = 0 := congrFun hc q
      simpa only [key] using h0
    -- hence it vanishes at every eigenvalue, and Vandermonde applies
    refine Matrix.eq_zero_of_forall_index_sum_pow_mul_eq_zero
      (f := fun j => ((T.equivFin.symm j : T) : ℂ))
      (Subtype.val_injective.comp T.equivFin.symm.injective) (fun j => ?_)
    obtain ⟨ψ, hψ, hE⟩ := hT _ (T.equivFin.symm j).2
    obtain ⟨x, hx⟩ := Function.ne_iff.mp hψ
    have h1 : ∑ k, c k * ((H ^ (k : ℕ)) *ᵥ ψ) x = 0 := by
      simp only [Matrix.mulVec, dotProduct, Finset.mul_sum]
      rw [Finset.sum_comm]
      refine Finset.sum_eq_zero fun y _ => ?_
      simp only [← mul_assoc]
      rw [← Finset.sum_mul, hzero, zero_mul]
    simp only [pow_mulVec hE, Pi.smul_apply, smul_eq_mul] at h1
    refine (mul_eq_zero.mp ?_).resolve_right hx
    rw [Finset.sum_mul]
    exact (Finset.sum_congr rfl fun k _ => by ring).trans h1
  have h := LinearMap.finrank_le_finrank_of_injective hL
  rw [Module.finrank_fintype_fun_eq_card, Module.finrank_fintype_fun_eq_card,
    Fintype.card_fin, ← Nat.card_eq_fintype_card] at h
  exact h

/-- A complex matrix invariant under a group acting on its sites has finitely many distinct
eigenvalues, at most as many as the group has orbits on pairs of sites. -/
theorem energyLevels_le_pairOrbits {H : Matrix X X ℂ} (hH : IsInvariant G H) :
    (energyLevels H).Finite ∧ (energyLevels H).ncard ≤ Nat.card (PairOrbits G X) := by
  have hfin : (energyLevels H).Finite := by
    by_contra hinf
    obtain ⟨T, hT, hc⟩ :=
      Set.Infinite.exists_subset_card_eq hinf (Nat.card (PairOrbits G X) + 1)
    have := card_le_pairOrbits hH T (fun E hE => hT hE)
    omega
  refine ⟨hfin, ?_⟩
  rw [Set.ncard_eq_toFinset_card _ hfin]
  exact card_le_pairOrbits hH _ (fun E hE => hfin.mem_toFinset.mp hE)

/-- If several members of the orthonormal eigenbasis of a Hermitian matrix share the eigenvalue
`E`, their number is at most the dimension of the eigenspace of `E`. -/
theorem card_le_degeneracy {H : Matrix X X ℂ} (hH : H.IsHermitian) (E : ℂ) (s : Finset X)
    (hs : ∀ i ∈ s, (hH.eigenvalues i : ℂ) = E) :
    s.card ≤ Module.finrank ℂ (Module.End.eigenspace (Matrix.toLin' H) E) := by
  have hmem : ∀ i, (hH.eigenvalues i : ℂ) = E →
      (hH.eigenvectorBasis i).ofLp ∈ Module.End.eigenspace (Matrix.toLin' H) E := by
    intro i hi
    rw [Module.End.mem_eigenspace_iff, Matrix.toLin'_apply, ← hi]
    exact (hH.mulVec_eigenvectorBasis i).trans (by ext z; simp)
  have hli : LinearIndependent ℂ (fun i => (hH.eigenvectorBasis i).ofLp) :=
    hH.eigenvectorBasis.orthonormal.linearIndependent.map'
      (WithLp.linearEquiv 2 ℂ (X → ℂ)).toLinearMap (LinearEquiv.ker _)
  let v : s → Module.End.eigenspace (Matrix.toLin' H) E := fun i => ⟨_, hmem i.1 (hs i.1 i.2)⟩
  have hv : LinearIndependent ℂ v :=
    LinearIndependent.of_comp (Submodule.subtype _)
      (hli.comp (fun i : s => i.1) Subtype.val_injective)
  simpa using hv.fintype_card_le_finrank

/-- An invariant Hermitian matrix on at least one site has a level whose degeneracy, times the
number of orbits on pairs of sites, is at least the number of sites. -/
theorem exists_degenerate_level [Nonempty X] {H : Matrix X X ℂ} (hH : H.IsHermitian)
    (hG : IsInvariant G H) :
    ∃ E ∈ energyLevels H, Fintype.card X ≤
      Module.finrank ℂ (Module.End.eigenspace (Matrix.toLin' H) E) *
        Nat.card (PairOrbits G X) := by
  classical
  let e : X → ℂ := fun i => (hH.eigenvalues i : ℂ)
  have hlev : ∀ i, e i ∈ energyLevels H := by
    intro i
    refine ⟨(hH.eigenvectorBasis i).ofLp, fun h0 => ?_, ?_⟩
    · exact hH.eigenvectorBasis.orthonormal.ne_zero i (by ext z; exact congrFun h0 z)
    · exact (hH.mulVec_eigenvectorBasis i).trans (by ext z; simp [e])
  -- take the most degenerate level and count basis states level by level
  obtain ⟨i, -, hi⟩ := Finset.exists_max_image Finset.univ
    (fun i => Module.finrank ℂ (Module.End.eigenspace (Matrix.toLin' H) (e i)))
    Finset.univ_nonempty
  refine ⟨e i, hlev i, ?_⟩
  have h1 := Finset.card_le_mul_card_image (f := e) Finset.univ
    (Module.finrank ℂ (Module.End.eigenspace (Matrix.toLin' H) (e i))) (by
      intro a ha
      obtain ⟨j, -, rfl⟩ := Finset.mem_image.mp ha
      exact (card_le_degeneracy hH (e j) _ (fun k hk => (Finset.mem_filter.mp hk).2)).trans
        (hi j (Finset.mem_univ j)))
  have h2 := card_le_pairOrbits hG (Finset.univ.image e) (by
    intro a ha
    obtain ⟨j, -, rfl⟩ := Finset.mem_image.mp ha
    exact hlev j)
  rw [Finset.card_univ] at h1
  exact h1.trans (Nat.mul_le_mul_left _ h2)

/-- Any ordered pair of distinct sites can be moved to any other such pair. -/
def IsDoublyTransitive (G X : Type*) [Group G] [MulAction G X] : Prop :=
  ∀ x y x' y' : X, x ≠ y → x' ≠ y' → ∃ g : G, g • x = x' ∧ g • y = y'

omit [Fintype X] [DecidableEq X] in
/-- A doubly transitive group on at least two sites has exactly two orbits on pairs. -/
theorem card_pairOrbits_eq_two [Nontrivial X] (h : IsDoublyTransitive G X) :
    Nat.card (PairOrbits G X) = 2 := by
  obtain ⟨x, y, hxy⟩ := exists_pair_ne X
  let m : X × X → PairOrbits G X := fun p => Quotient.mk _ p
  have hm : ∀ p q : X × X, p ∈ MulAction.orbit G q → m p = m q :=
    fun p q hpq => Quotient.sound hpq
  have hne : m (x, x) ≠ m (x, y) := by
    intro he
    have hr : (x, x) ∈ MulAction.orbit G (x, y) := Quotient.exact he
    obtain ⟨g, hg⟩ := hr
    have h1 : g • x = x := congrArg Prod.fst hg
    have h2 : g • y = x := congrArg Prod.snd hg
    exact hxy (smul_left_cancel g (h1.trans h2.symm))
  let f : Bool → PairOrbits G X := fun b => cond b (m (x, x)) (m (x, y))
  have hf : Function.Bijective f := by
    constructor
    · intro a b hab
      cases a <;> cases b
      · rfl
      · exact absurd hab.symm hne
      · exact absurd hab hne
      · rfl
    · intro q
      obtain ⟨⟨a, b⟩, rfl⟩ := Quotient.exists_rep q
      by_cases hab : a = b
      · subst hab
        obtain ⟨c, hc⟩ := exists_ne a
        obtain ⟨g, h1, -⟩ := h x y a c hxy hc.symm
        exact ⟨true, (hm (a, a) (x, x) ⟨g, Prod.ext h1 h1⟩).symm⟩
      · obtain ⟨g, h1, h2⟩ := h x y a b hxy hab
        exact ⟨false, (hm (a, b) (x, y) ⟨g, Prod.ext h1 h2⟩).symm⟩
  rw [← Nat.card_eq_of_bijective f hf]
  simp

/-- Hopping with unit amplitude between any two distinct sites and zero on-site energy. -/
def allToAll (X : Type*) [DecidableEq X] : Matrix X X ℂ :=
  Matrix.of (fun _ _ => 1) - 1

/-- All-to-all hopping on at least two sites is invariant under all permutations of the sites,
and its number of distinct eigenvalues equals the number of orbits on pairs, namely two. -/
theorem allToAll_sharp [Nontrivial X] :
    IsInvariant (Equiv.Perm X) (allToAll X) ∧ (energyLevels (allToAll X)).ncard = 2 ∧
      Nat.card (PairOrbits (Equiv.Perm X) X) = 2 := by
  have hinv : IsInvariant (Equiv.Perm X) (allToAll X) := by
    intro g x y
    simp [allToAll, Matrix.one_apply]
  have htrans : IsDoublyTransitive (Equiv.Perm X) X := by
    intro x y x' y' hxy hxy'
    refine ⟨Equiv.swap (Equiv.swap x x' y) y' * Equiv.swap x x', ?_, ?_⟩
    · rw [Equiv.Perm.smul_def, Equiv.Perm.mul_apply, Equiv.swap_apply_left]
      refine Equiv.swap_apply_of_ne_of_ne (fun e => hxy ?_) hxy'
      exact (Equiv.swap x x').injective ((Equiv.swap_apply_left x x').trans e)
    · rw [Equiv.Perm.smul_def, Equiv.Perm.mul_apply, Equiv.swap_apply_left]
  have horb := card_pairOrbits_eq_two htrans
  obtain ⟨hfin, hle⟩ := energyLevels_le_pairOrbits hinv
  have hact : ∀ (ψ : X → ℂ) (z : X), (allToAll X *ᵥ ψ) z = ∑ w, ψ w - ψ z := by
    intro ψ z
    rw [allToAll, Matrix.sub_mulVec, Matrix.one_mulVec, Pi.sub_apply]
    simp [Matrix.mulVec, dotProduct]
  obtain ⟨x, y, hxy⟩ := exists_pair_ne X
  -- the uniform state, and a difference of two sites
  have hA : (Fintype.card X : ℂ) - 1 ∈ energyLevels (allToAll X) := by
    refine ⟨fun _ => 1, fun h0 => one_ne_zero (congrFun h0 x), ?_⟩
    ext z
    rw [hact]
    simp
  have hB : (-1 : ℂ) ∈ energyLevels (allToAll X) := by
    refine ⟨fun z => (if z = x then 1 else 0) - (if z = y then 1 else 0), fun h0 => ?_, ?_⟩
    · have := congrFun h0 x
      simp [hxy] at this
    · ext z
      rw [hact]
      simp [Finset.sum_sub_distrib]
  have hne : (Fintype.card X : ℂ) - 1 ≠ -1 := by
    intro h
    have h0 : (Fintype.card X : ℂ) = 0 := by linear_combination h
    exact Fintype.card_ne_zero (α := X) (Nat.cast_eq_zero.mp h0)
  have hsub : ({(Fintype.card X : ℂ) - 1, -1} : Set ℂ) ⊆ energyLevels (allToAll X) := by
    rintro E (rfl | rfl)
    · exact hA
    · exact hB
  have hge := Set.ncard_le_ncard hsub hfin
  rw [Set.ncard_pair hne] at hge
  exact ⟨hinv, le_antisymm (hle.trans horb.le) hge, horb⟩

end

end SymmetryLevelCount
```

```lean
#print axioms SymmetryLevelCount.energyLevels_le_pairOrbits
#print axioms SymmetryLevelCount.exists_degenerate_level
#print axioms SymmetryLevelCount.allToAll_sharp
```

```
'SymmetryLevelCount.energyLevels_le_pairOrbits' depends on axioms: [propext, Classical.choice, Quot.sound]
'SymmetryLevelCount.exists_degenerate_level' depends on axioms: [propext, Classical.choice, Quot.sound]
'SymmetryLevelCount.allToAll_sharp' depends on axioms: [propext, Classical.choice, Quot.sound]
```

## How the proof follows the derivation

`IsInvariant.pow` is the induction on powers; `Fintype.sum_equiv` relabels the intermediate site. `pow_mulVec` shows that \(H^n\psi=E^n\psi\) for an eigenvector.

The main argument is `card_le_pairOrbits`, stated for a finite set `T` of eigenvalues, whose size is \(m\). The map `L` is the one above, with `o.out` as the chosen representative of the orbit `o`. The step `hzero` extends the vanishing from representatives to all pairs: it finds a group element linking a pair to its representative and applies the invariance of each power. Mathlib's Vandermonde lemma, `Matrix.eq_zero_of_forall_index_sum_pow_mul_eq_zero`, then reduces the claim to the vanishing of the polynomial at each eigenvalue. To obtain this, the proof evaluates \(P\psi_j=0\) at a site where \(\psi_j\) is nonzero and divides out that amplitude. Comparing dimensions gives the inequality.

`energyLevels_le_pairOrbits` passes from finite collections to the whole set. If there were infinitely many eigenvalues, one could select \(r+1\) of them, contradicting the previous lemma.

For the degeneracy, `card_le_degeneracy` shows that the eigenbasis vectors sharing an eigenvalue are linearly independent members of its eigenspace, so their number is at most its dimension. `exists_degenerate_level` selects the level of largest degeneracy with `Finset.exists_max_image`, and `Finset.card_le_mul_card_image` does the pigeonhole count. Hermiticity enters here because the count needs a full basis of eigenvectors.

`card_pairOrbits_eq_two` builds a bijection from `Bool` to the orbits. The two orbits are distinct because a group element that sent both \(x\) and \(y\) to \(x\) would make them equal. To reach a diagonal pair \((a,a)\), the proof picks another site \(c\) and uses an element carrying \((x,y)\) to \((a,c)\).

In `allToAll_sharp`, double transitivity is shown with two swaps: the first takes \(x\) to \(x'\), and the second takes the image of \(y\) to \(y'\) while leaving \(x'\) in place. The general bound gives at most two levels, and the two explicit eigenvectors, left unnormalised in the code, give at least two.
